# A beam first reached in m scattering steps has an amplitude that starts as the m-th power of crystal thickness

In a model with finitely many beams coupled by a complex matrix A, not assumed Hermitian, a crystal of thickness t has the scattering matrix exp(itA). The theorem `amplitude_onset` takes two different beams o and g for which the entries (A^k)_{go} vanish for all k from 1 up to m − 1. It states that the amplitude scattered from o into g, divided by t^m, tends to i^m (A^m)_{go} / m! as t tends to zero from above. The proof expands the exponential in powers of t, drops the vanishing terms below order m, divides by t^m and takes the limit term by term by dominated convergence.

The first attempt, which Lean rejects:

```lean
import Mathlib

open Filter Topology

namespace AmplitudeOnset

noncomputable section

variable {n : Type*} [Fintype n] [DecidableEq n]

/-- The scattering matrix `exp(itA)` of a crystal of thickness `t` whose beams are coupled
by the matrix `A`. -/
def scatteringMatrix (A : Matrix n n ℂ) (t : ℝ) : Matrix n n ℂ :=
  NormedSpace.exp ((Complex.I * (t : ℂ)) • A)

/-- The amplitude scattered from beam `o` into beam `g` is the sum over the number `k` of
scattering steps of `(it)^k / k!` times the `k`-step coupling `(A^k)_{go}`. -/
theorem hasSum_multiple_scattering (A : Matrix n n ℂ) (t : ℝ) (g o : n) :
    HasSum (fun k : ℕ => (Complex.I * (t : ℂ)) ^ k / (k.factorial : ℂ) * (A ^ k) g o)
      (scatteringMatrix A t g o) := by
  have h : HasSum (fun k : ℕ => ((k.factorial : ℂ)⁻¹) • ((Complex.I * (t : ℂ)) • A) ^ k)
      (NormedSpace.exp ((Complex.I * (t : ℂ)) • A)) := by
    let : NormedRing (Matrix n n ℂ) := Matrix.linftyOpNormedRing
    let : NormedAlgebra ℂ (Matrix n n ℂ) := Matrix.linftyOpNormedAlgebra
    exact NormedSpace.exp_series_hasSum_exp' (𝕂 := ℂ) _
  -- read off one matrix entry of the exponential series
  let e : Matrix n n ℂ →+ ℂ :=
    { toFun := fun M => M g o, map_zero' := rfl, map_add' := fun _ _ => rfl }
  have he : Continuous e := continuous_id.matrix_elem g o
  have h2 := h.map e he
  have hf : (fun k : ℕ => (Complex.I * (t : ℂ)) ^ k / (k.factorial : ℂ) * (A ^ k) g o)
      = e ∘ fun k : ℕ => ((k.factorial : ℂ)⁻¹) • ((Complex.I * (t : ℂ)) • A) ^ k := by
    funext k
    change _ = (((k.factorial : ℂ)⁻¹) • ((Complex.I * (t : ℂ)) • A) ^ k) g o
    rw [smul_pow, Matrix.smul_apply, Matrix.smul_apply, smul_eq_mul, smul_eq_mul]
    ring
  rw [hf]
  exact h2

/-- If all couplings from `o` to a different beam `g` in fewer than `m` steps vanish, the
amplitude in `g` divided by `t^m` tends to `i^m (A^m)_{go} / m!` as the thickness tends to
zero. -/
theorem amplitude_onset (A : Matrix n n ℂ) {g o : n} (hgo : g ≠ o) (m : ℕ)
    (hA : ∀ k, 1 ≤ k → k < m → (A ^ k) g o = 0) :
    Tendsto (fun t : ℝ => scatteringMatrix A t g o / (t : ℂ) ^ m) (𝓝[>] 0)
      (𝓝 (Complex.I ^ m / (m.factorial : ℂ) * (A ^ m) g o)) := by
  have hzero : ∀ k, k < m → (A ^ k) g o = 0 := by
    intro k hk
    rcases Nat.eq_zero_or_pos k with rfl | hpos
    · rw [pow_zero, Matrix.one_apply_ne hgo]
    · exact hA k hpos hk
  let c : ℕ → ℂ := fun j =>
    Complex.I ^ (j + m) / ((j + m).factorial : ℂ) * (A ^ (j + m)) g o
  have hc : Summable c := by
    have h := (summable_nat_add_iff m).2 (hasSum_multiple_scattering A 1 g o).summable
    simp only [Complex.ofReal_one, mul_one] at h
    exact h
  -- the series starts at order m, so t^m can be divided out
  have hser : ∀ t : ℝ, t ≠ 0 →
      HasSum (fun j => c j * (t : ℂ) ^ j) (scatteringMatrix A t g o / (t : ℂ) ^ m) := by
    intro t ht
    have hs : ∑ k ∈ Finset.range m,
        (Complex.I * (t : ℂ)) ^ k / (k.factorial : ℂ) * (A ^ k) g o = 0 :=
      Finset.sum_eq_zero fun k hk => by rw [hzero k (Finset.mem_range.1 hk), mul_zero]
    have h1 := (hasSum_nat_add_iff' m).2 (hasSum_multiple_scattering A t g o)
    rw [hs, sub_zero] at h1
    have h2 := h1.div_const ((t : ℂ) ^ m)
    have htm : (t : ℂ) ^ m ≠ 0 := pow_ne_zero _ (Complex.ofReal_ne_zero.2 ht)
    convert h2 using 1
    funext j
    rw [eq_div_iff htm]
    simp only [c]
    ring
  -- for thickness below one the series is dominated by its value at thickness one
  have hlim : Tendsto (fun t : ℝ => ∑' j, c j * (t : ℂ) ^ j) (𝓝[>] 0)
      (𝓝 (∑' j, c j * ((0 : ℝ) : ℂ) ^ j)) := by
    refine tendsto_tsum_of_dominated_convergence hc.norm (fun j => ?_) ?_
    · have hcont : Continuous fun t : ℝ => c j * (t : ℂ) ^ j :=
        continuous_const.mul (Complex.continuous_ofReal.pow j)
      exact (hcont.tendsto 0).mono_left nhdsWithin_le_nhds
    · filter_upwards [Ioo_mem_nhdsGT (zero_lt_one' ℝ)] with t ht j
      rw [norm_mul, norm_pow, Complex.norm_real, Real.norm_of_nonneg ht.1.le]
      exact mul_le_of_le_one_right (norm_nonneg _) (pow_le_one₀ ht.1.le ht.2.le)
  have hval : ∑' j, c j * ((0 : ℝ) : ℂ) ^ j
      = Complex.I ^ m / (m.factorial : ℂ) * (A ^ m) g o := by
    rw [tsum_eq_single 0 (fun j hj => by simp [hj])]
    simp [c]
  rw [hval] at hlim
  refine hlim.congr' ?_
  filter_upwards [self_mem_nhdsWithin] with t ht
  exact (hser t (Set.mem_Ioi.1 ht).ne').tsum_eq

end

end AmplitudeOnset
```

The error:

```
Main.lean:70:4: error: Tactic `apply` failed: could not unify the conclusion of `@funext`
  ?f = ?g
with the goal
  Complex.instAddCommMonoid = Field.toSemifield.toDivisionSemiring.toAddCommMonoid

Note: The full type of `@funext` is
  ∀ {α : Sort ?u.193} {β : α → Sort ?u.192} {f g : (x : α) → β x}, (∀ (x : α), f x = g x) → f = g

case e'_3
n : Type u_1
inst✝¹ : Fintype n
inst✝ : DecidableEq n
A : Matrix n n ℂ
g o : n
hgo : g ≠ o
m : ℕ
hA : ∀ (k : ℕ), 1 ≤ k → k < m → (A ^ k) g o = 0
hzero : ∀ k < m, (A ^ k) g o = 0
c : ℕ → ℂ := fun j => Complex.I ^ (j + m) / ↑(j + m).factorial * (A ^ (j + m)) g o
hc : Summable c
t : ℝ
ht : t ≠ 0
hs : ∑ k ∈ Finset.range m, (Complex.I * ↑t) ^ k / ↑k.factorial * (A ^ k) g o = 0
h1 :
  HasSum (fun n_1 => (Complex.I * ↑t) ^ (n_1 + m) / ↑(n_1 + m).factorial * (A ^ (n_1 + m)) g o)
    (scatteringMatrix A t g o)
h2 :
  HasSum (fun i => (Complex.I * ↑t) ^ (i + m) / ↑(i + m).factorial * (A ^ (i + m)) g o / ↑t ^ m)
    (scatteringMatrix A t g o / ↑t ^ m)
htm : ↑t ^ m ≠ 0
⊢ Complex.instAddCommMonoid = Field.toSemifield.toDivisionSemiring.toAddCommMonoid
```

What went wrong. The error arises where the series divided by t^m, `h2`, is to be matched with the series written through `c`. `convert h2 using 1` breaks the difference between the two `HasSum` statements into equations between their arguments. The first equation left is not the one between the summands: it asks that two additive commutative monoid structures on ℂ be equal, `Complex.instAddCommMonoid` and the one obtained from the field structure. `funext` proves equalities of functions, so it can't be applied to that goal.

The repair states the equality of the summands separately as `hf` and proves it with the same steps as before, `funext` now meeting an equality of functions. `rw [hf]` then puts the goal's summand in the form it has in `h2`, and `exact h2` closes the goal, because Lean can check by unfolding definitions that the two structures agree. The reworded comment on the bound is mere tidying.

After these edits no error is left:

```diff
@@ -67,10 +67,15 @@
     have h2 := h1.div_const ((t : ℂ) ^ m)
     have htm : (t : ℂ) ^ m ≠ 0 := pow_ne_zero _ (Complex.ofReal_ne_zero.2 ht)
-    convert h2 using 1
-    funext j
-    rw [eq_div_iff htm]
-    simp only [c]
-    ring
-  -- for thickness below one the series is dominated by its value at thickness one
+    have hf : (fun j => c j * (t : ℂ) ^ j) = fun j : ℕ =>
+        (Complex.I * (t : ℂ)) ^ (j + m) / ((j + m).factorial : ℂ) * (A ^ (j + m)) g o
+          / (t : ℂ) ^ m := by
+      funext j
+
+      rw [eq_div_iff htm]
+      simp only [c]
+      ring
+    rw [hf]
+    exact h2
+  -- for thickness below one each term is bounded in norm by the same term at thickness one
   have hlim : Tendsto (fun t : ℝ => ∑' j, c j * (t : ℂ) ^ j) (𝓝[>] 0)
       (𝓝 (∑' j, c j * ((0 : ℝ) : ℂ) ^ j)) := by
```
